# Lower bounds to the static polarizability from trial responses, for positive definite A+B

Let A and B be real square matrices indexed by a finite set of spin-orbital excitations, as in the random-phase approximation or linear-response TDDFT with real orbitals. Write M = A+B. The real vector d holds the transition dipoles along one Cartesian direction, and p is a trial response to a static field in that direction. The sign of p is chosen so that the exact response q solves

M q = d.

The diagonal component of the static polarizability along that direction, and the functional of a trial response, are

α = 2 d·M⁻¹d

f(p) = 2 d·p − p·Mp.

In the code, `n` is the set of excitations, `⬝ᵥ` is the dot product and `*ᵥ` is a matrix acting on a vector. The functional f is `trialValue`, and α is `staticPolarizability`. Only the sum A+B enters, so nothing is assumed about A, B or A−B separately. Frequency-dependent response and infinite excitation spaces lie beyond this setting.

```lean
import Mathlib

open Matrix

namespace StaticPolarizabilityBound

noncomputable section

variable {n : Type*} [Fintype n]

/-- The variational functional `2 d·p - p·(A+B)p` of a trial response `p` to a static field
with transition dipoles `d`. -/
def trialValue (A B : Matrix n n ℝ) (d p : n → ℝ) : ℝ :=
  2 * (d ⬝ᵥ p) - p ⬝ᵥ ((A + B) *ᵥ p)
```

Scaling the trial response by a number t needs no hypothesis:

f(tp) = 2t d·p − t² p·Mp.

`trialValue_smul` states this, and both the instability result and the scale-free bound use it.

```lean
/-- When a trial response is scaled by `t`, the dipole term of the functional scales with `t`
and the quadratic term with `t ^ 2`. -/
theorem trialValue_smul (A B : Matrix n n ℝ) (d p : n → ℝ) (t : ℝ) :
    trialValue A B d (t • p) = 2 * t * (d ⬝ᵥ p) - t ^ 2 * (p ⬝ᵥ ((A + B) *ᵥ p)) := by
  simp only [trialValue, Matrix.mulVec_smul, dotProduct_smul, smul_dotProduct, smul_eq_mul]
  ring
```

## Negative curvature of A+B

Suppose that A and B contain the full second derivatives of the Hartree–Fock or Kohn–Sham energy that the real reference orbitals make stationary (direct RPA leaves some of them out). Then A+B is, up to a positive factor, the Hessian of that energy with respect to real orbital rotations. A vector q with q·Mq < 0, the hypothesis `hq`, is then a rotation that lowers the energy to second order. In this part q denotes that direction and not the exact response.

Put a = −q·Mq > 0 and b = d·q. Then

f(tq) = t (ta + 2b).

Given any number C, choose t so that ta = |C| + 1 + 2|b| + a. Since ta ≥ a, we have t ≥ 1. Since 2b ≥ −2|b|, the bracket is at least |C| + 1. Hence f(tq) ≥ |C| + 1 > C, and f has no upper bound.

The proof makes the same choice of t. `ht1` is t ≥ 1, `hlin` bounds the bracket, and `hprod` combines the two. If M is invertible, α still has a finite value, but f no longer bounds it from below.

```lean
/-- If `A+B` has a direction `q` of negative curvature, then for every number `C` there is a trial
response at which the functional exceeds `C`. -/
theorem trialValue_unbounded_of_instability (A B : Matrix n n ℝ) (d q : n → ℝ)
    (hq : q ⬝ᵥ ((A + B) *ᵥ q) < 0) (C : ℝ) : ∃ p, C < trialValue A B d p := by
  obtain ⟨a, ha⟩ : ∃ a, a = -(q ⬝ᵥ ((A + B) *ᵥ q)) := ⟨_, rfl⟩
  have hapos : 0 < a := by linarith
  -- a step along `q` long enough for the quadratic term to win
  obtain ⟨t, ht⟩ : ∃ t, t * a = |C| + 1 + 2 * |d ⬝ᵥ q| + a :=
    ⟨(|C| + 1 + 2 * |d ⬝ᵥ q| + a) / a, div_mul_cancel₀ _ hapos.ne'⟩
  have hC := abs_nonneg C
  have hb := abs_nonneg (d ⬝ᵥ q)
  have ht1 : 1 ≤ t := by
    by_contra hlt
    have h := mul_pos (sub_pos.mpr (not_le.mp hlt)) hapos
    linarith
  have hlin : |C| + 1 ≤ t * a + 2 * (d ⬝ᵥ q) := by
    have h := neg_abs_le (d ⬝ᵥ q)
    linarith
  have hprod : 0 ≤ (t - 1) * (t * a + 2 * (d ⬝ᵥ q)) :=
    mul_nonneg (by linarith) (by linarith)
  have hval : trialValue A B d (t • q) = t * (t * a + 2 * (d ⬝ᵥ q)) := by
    rw [trialValue_smul, ha]
    ring
  refine ⟨t • q, ?_⟩
  rw [hval]
  have h := le_abs_self C
  linarith
```

## Symmetry and invertibility of A+B

```lean
variable [DecidableEq n]

/-- The static polarizability `2 d·(A+B)⁻¹d` for real transition dipoles `d`, meant for
invertible `A+B`. -/
def staticPolarizability (A B : Matrix n n ℝ) (d : n → ℝ) : ℝ :=
  2 * (d ⬝ᵥ ((A + B)⁻¹ *ᵥ d))
```

Invertibility, `IsUnit (A + B).det`, means that M sends no nonzero vector to zero, so Mq = d has exactly one solution for every d. Symmetry, `hS`, is the symmetry of a second-derivative matrix. With both, expand the quadratic form of the error p − q, where q = M⁻¹d is again the exact response:

(p−q)·M(p−q) = p·Mp − p·Mq − q·Mp + q·Mq.

Invertibility gives Mq = d, so the second term is −p·d and the last is q·d. Symmetry gives q·Mp = (Mq)·p = d·p. Therefore

(p−q)·M(p−q) = d·q − f(p).

The error of the functional is quadratic in the error of the response. In the proof, `hs` is Mq = d. The `generalize` step then forgets that q came from an inverse, `hsym` is q·Mp = d·p, and `ring` collects the terms.

Without invertibility, Mq = d may have no solution: take M = 0 and d = 1 in one dimension. Symmetry matters even if the quadratic form is positive. For M with rows (1, 1) and (−1, 1), and d = p = (1, 0), f(p) = 1 while d·M⁻¹d = 1/2, so the lower bound fails.

```lean
/-- For symmetric invertible `A+B`, the error of the functional is the quadratic form of `A+B`
in the error of the trial response. -/
theorem error_is_quadratic {A B : Matrix n n ℝ} (hS : (A + B)ᵀ = A + B)
    (hU : IsUnit (A + B).det) (d p : n → ℝ) :
    d ⬝ᵥ ((A + B)⁻¹ *ᵥ d) - trialValue A B d p =
      (p - (A + B)⁻¹ *ᵥ d) ⬝ᵥ ((A + B) *ᵥ (p - (A + B)⁻¹ *ᵥ d)) := by
  -- the exact response `q` solves `(A+B) q = d`
  have hs : (A + B) *ᵥ ((A + B)⁻¹ *ᵥ d) = d := by
    rw [Matrix.mulVec_mulVec, Matrix.mul_nonsing_inv _ hU, Matrix.one_mulVec]
  generalize (A + B)⁻¹ *ᵥ d = q at hs ⊢
  have hsym : q ⬝ᵥ ((A + B) *ᵥ p) = d ⬝ᵥ p := by
    rw [Matrix.dotProduct_mulVec, ← Matrix.mulVec_transpose, hS, hs]
  unfold trialValue
  rw [Matrix.mulVec_sub, hs, sub_dotProduct, dotProduct_sub, dotProduct_sub, hsym,
    dotProduct_comm p d, dotProduct_comm q d]
  ring
```

## Positive definiteness of A+B

When A+B is the energy Hessian described above, `(A + B).PosDef` says that the reference is stable against every real orbital rotation in the excitation space. In Lean it includes symmetry, and it implies a positive determinant, so the identity above applies. Its right-hand side is zero at p = q and strictly positive elsewhere. Hence

f(p) ≤ d·M⁻¹d, with equality exactly at p = M⁻¹d.

The proof splits into these two cases. `hgap` is the error identity, and `hpos` is the strict positivity for a wrong response. If M is only positive semidefinite and Mq = d has a solution, adding a null vector of M to q leaves f unchanged, so the maximiser is no longer unique.

```lean
/-- For symmetric positive definite `A+B`, every trial response `p` gives
`2 d·p - p·(A+B)p ≤ d·(A+B)⁻¹d`, with equality exactly at `p = (A+B)⁻¹d`. -/
theorem trialValue_le_and_eq_iff {A B : Matrix n n ℝ} (hM : (A + B).PosDef) (d p : n → ℝ) :
    trialValue A B d p ≤ d ⬝ᵥ ((A + B)⁻¹ *ᵥ d) ∧
      (trialValue A B d p = d ⬝ᵥ ((A + B)⁻¹ *ᵥ d) ↔ p = (A + B)⁻¹ *ᵥ d) := by
  have hS : (A + B)ᵀ = A + B := by
    rw [← Matrix.conjTranspose_eq_transpose_of_trivial]
    exact hM.isHermitian.eq
  have hgap := error_is_quadratic hS hM.det_pos.ne'.isUnit d p
  by_cases h : p = (A + B)⁻¹ *ᵥ d
  · rw [sub_eq_zero.mpr h, zero_dotProduct] at hgap
    have h0 : trialValue A B d p = d ⬝ᵥ ((A + B)⁻¹ *ᵥ d) := by linarith
    exact ⟨h0.le, fun _ => h, fun _ => h0⟩
  · -- a wrong response costs a strictly positive amount
    have hpos := hM.dotProduct_mulVec_pos (sub_ne_zero.mpr h)
    rw [star_trivial, ← hgap] at hpos
    have hlt : trialValue A B d p < d ⬝ᵥ ((A + B)⁻¹ *ᵥ d) := by linarith
    exact ⟨hlt.le, fun e => absurd e hlt.ne, fun e => absurd e h⟩
```

Doubling gives 2f(p) ≤ α. `IsGreatest` says that α is attained, at the exact response, and that no trial response exceeds it.

```lean
/-- For symmetric positive definite `A+B`, the static polarizability is the greatest value that
twice the functional takes over all trial responses. -/
theorem staticPolarizability_isGreatest {A B : Matrix n n ℝ} (hM : (A + B).PosDef)
    (d : n → ℝ) :
    IsGreatest (Set.range fun p => 2 * trialValue A B d p) (staticPolarizability A B d) := by
  constructor
  · refine ⟨(A + B)⁻¹ *ᵥ d, ?_⟩
    show 2 * trialValue A B d ((A + B)⁻¹ *ᵥ d) = 2 * (d ⬝ᵥ ((A + B)⁻¹ *ᵥ d))
    rw [(trialValue_le_and_eq_iff hM d _).2.mpr rfl]
  · rintro _ ⟨p, rfl⟩
    show 2 * trialValue A B d p ≤ 2 * (d ⬝ᵥ ((A + B)⁻¹ *ᵥ d))
    linarith [(trialValue_le_and_eq_iff hM d p).1]
```

A trial response may have the right direction and the wrong length. For p ≠ 0, positive definiteness gives s = p·Mp > 0, and the best scale satisfies ts = d·p. Multiplying f(tp) ≤ d·M⁻¹d by s gives

(d·p)² = s f(tp) ≤ s d·M⁻¹d,

and doubling yields 2(d·p)² ≤ α p·Mp. At p = 0 both sides vanish. In the code, `ht` fixes t and `h2` is the first equality.

```lean
/-- For symmetric positive definite `A+B`, a trial response of any length bounds the
polarizability `α` through `2 (d·p)² ≤ α p·(A+B)p`. -/
theorem scale_free_bound {A B : Matrix n n ℝ} (hM : (A + B).PosDef) (d p : n → ℝ) :
    2 * (d ⬝ᵥ p) ^ 2 ≤ staticPolarizability A B d * (p ⬝ᵥ ((A + B) *ᵥ p)) := by
  by_cases hp : p = 0
  · simp [hp]
  have hs := hM.dotProduct_mulVec_pos hp
  rw [star_trivial] at hs
  -- the best length `t` of the trial response
  obtain ⟨t, ht⟩ : ∃ t, t * (p ⬝ᵥ ((A + B) *ᵥ p)) = d ⬝ᵥ p :=
    ⟨(d ⬝ᵥ p) / (p ⬝ᵥ ((A + B) *ᵥ p)), div_mul_cancel₀ _ hs.ne'⟩
  have h := (trialValue_le_and_eq_iff hM d (t • p)).1
  rw [trialValue_smul] at h
  have h1 := mul_le_mul_of_nonneg_right h hs.le
  have h2 : (2 * t * (d ⬝ᵥ p) - t ^ 2 * (p ⬝ᵥ ((A + B) *ᵥ p))) * (p ⬝ᵥ ((A + B) *ᵥ p))
      = (d ⬝ᵥ p) ^ 2 := by
    linear_combination (d ⬝ᵥ p - t * (p ⬝ᵥ ((A + B) *ᵥ p))) * ht
  rw [h2] at h1
  unfold staticPolarizability
  linarith
```

## A solved projected equation

An iterative solver for the static response can keep a modest number of trial vectors, the columns of V, together with their products with M. In the scheme considered here it solves the small system

(VᵀMV) c = Vᵀd

and takes Vc as the current response. This equation is the hypothesis `hc`. It makes the quadratic term equal to the dipole overlap:

d·(Vc) = (Vᵀd)·c

(Vc)·M(Vc) = c·(VᵀMV)c = (Vᵀd)·c.

So f(Vc) = (Vᵀd)·c, and the current estimate 2(Vᵀd)·c lies at or below α. The bound refers to the polarizability of the given finite matrices, not to that of the real molecule. The columns of V may be non-orthogonal or linearly dependent.

The proof establishes the two equalities as `h1` and `h2`, then applies the main bound to Vc. If c does not solve the projected equation, 2(Vᵀd)·c can exceed α, since lengthening c can make it arbitrarily large whenever (Vᵀd)·c > 0. The value 2f(Vc) remains a lower bound.

```lean
/-- For symmetric positive definite `A+B`, solving the response equation projected on the
columns of `V` gives a lower bound to the static polarizability. -/
theorem projected_response_bound {m : Type*} [Fintype m] {A B : Matrix n n ℝ}
    (hM : (A + B).PosDef) (d : n → ℝ) (V : Matrix n m ℝ) (c : m → ℝ)
    (hc : (Vᵀ * (A + B) * V) *ᵥ c = Vᵀ *ᵥ d) :
    2 * ((Vᵀ *ᵥ d) ⬝ᵥ c) ≤ staticPolarizability A B d := by
  have h1 : d ⬝ᵥ (V *ᵥ c) = (Vᵀ *ᵥ d) ⬝ᵥ c := by
    rw [Matrix.dotProduct_mulVec, Matrix.mulVec_transpose]
  have h2 : (V *ᵥ c) ⬝ᵥ ((A + B) *ᵥ (V *ᵥ c)) = (Vᵀ *ᵥ d) ⬝ᵥ c := by
    rw [← hc, ← Matrix.mulVec_mulVec, ← Matrix.mulVec_mulVec, Matrix.mulVec_transpose,
      ← Matrix.dotProduct_mulVec, dotProduct_comm]
  -- use the projected solution as a trial response in the full space
  have h := (trialValue_le_and_eq_iff hM d (V *ᵥ c)).1
  unfold trialValue at h
  rw [h1, h2] at h
  unfold staticPolarizability
  linarith
```

For a worked instance, let A have rows (3/2, 1/2) and (1/2, 5/2), let all entries of B be 1/2, and let d = (1, 1). Then M has rows (2, 1) and (1, 3), and its determinant is 5. The exact response and polarizability are

q = (2/5, 1/5), α = 2 · 3/5 = 6/5.

Keep only the first excitation as a trial vector. The projected equation is 2c = 1, so c = 1/2 and the estimate is 1, below 6/5. The error of the response is p − q = (1/10, −1/5). Its image under M is (0, −1/2), and its quadratic form is 1/10. This is exactly 3/5 − f(p) = 3/5 − 1/2.

## A stiffer response matrix

Let M′ = A′+B′ be a second positive definite matrix with p·Mp ≤ p·M′p for all p, the hypothesis `hle`. The second system resists every orbital rotation at least as strongly. Let q′ = M′⁻¹d be its exact response, and write f′ for its functional. Then

d·M′⁻¹d = f′(q′) ≤ f(q′) ≤ d·M⁻¹d,

so the stiffer system has the smaller or equal polarizability for the same transition dipoles. The three relations use, in order, the equality case for M′, the comparison of quadratic forms, and the bound for M. They are `h1`, `h3` and `h2` in the proof.

Positive definiteness of M matters here: in one dimension with d = 1, M = −1 and M′ = 1 satisfy the comparison, yet the polarizabilities are −2 and 2, in the wrong order.

```lean
/-- For the same transition dipoles `d`, between two symmetric positive definite response matrices,
the one with the larger or equal quadratic form has the smaller or equal static polarizability. -/
theorem staticPolarizability_antitone {A B A' B' : Matrix n n ℝ} (hM : (A + B).PosDef)
    (hM' : (A' + B').PosDef)
    (hle : ∀ p : n → ℝ, p ⬝ᵥ ((A + B) *ᵥ p) ≤ p ⬝ᵥ ((A' + B') *ᵥ p)) (d : n → ℝ) :
    staticPolarizability A' B' d ≤ staticPolarizability A B d := by
  -- the exact response of the stiffer system is a trial response for the softer one
  have h1 := (trialValue_le_and_eq_iff hM' d ((A' + B')⁻¹ *ᵥ d)).2.mpr rfl
  have h2 := (trialValue_le_and_eq_iff hM d ((A' + B')⁻¹ *ᵥ d)).1
  have h3 := hle ((A' + B')⁻¹ *ᵥ d)
  unfold trialValue at h1 h2
  unfold staticPolarizability
  linarith

end

end StaticPolarizabilityBound
```

```lean
#print axioms StaticPolarizabilityBound.staticPolarizability_isGreatest
-- 'StaticPolarizabilityBound.staticPolarizability_isGreatest' depends on axioms: [propext, Classical.choice, Quot.sound]
#print axioms StaticPolarizabilityBound.scale_free_bound
-- 'StaticPolarizabilityBound.scale_free_bound' depends on axioms: [propext, Classical.choice, Quot.sound]
#print axioms StaticPolarizabilityBound.projected_response_bound
-- 'StaticPolarizabilityBound.projected_response_bound' depends on axioms: [propext, Classical.choice, Quot.sound]
#print axioms StaticPolarizabilityBound.staticPolarizability_antitone
-- 'StaticPolarizabilityBound.staticPolarizability_antitone' depends on axioms: [propext, Classical.choice, Quot.sound]
```
